# For Hermitian H, Re ⟨ψ, Hψ⟩ at a superposition is a weighted sum plus an interference term

For a Hermitian operator H on a complex inner product space, with the inner product conjugate-linear in its first argument, `energy_superposition` states that Re ⟨ψ, Hψ⟩ at ψ = αx + βd equals |α|² Re ⟨x, Hx⟩ + |β|² Re ⟨d, Hd⟩ + 2 Re(β̄α⟨d, Hx⟩). The vectors x and d need be neither normalised nor orthogonal; where H is the Hamiltonian and ψ is nonzero but not normalised, the mean energy is Re ⟨ψ, Hψ⟩ divided by ‖ψ‖². The attempt first uses the symmetry of H to write ⟨x, Hd⟩ as the conjugate of ⟨d, Hx⟩. It then expands both sides into real and imaginary parts with `simp only`, and leaves the resulting identity between real numbers to `ring`.

The first attempt, which Lean rejects:

```lean
import Mathlib

open ComplexConjugate

namespace EnergySuperposition

noncomputable section

variable {E : Type*} [NormedAddCommGroup E] [InnerProductSpace ℂ E]

/-- The number `Re ⟨ψ, Hψ⟩`; for Hermitian `H` and normalised `ψ` it is the energy of `ψ`. -/
def energy (H : E →ₗ[ℂ] E) (ψ : E) : ℝ := (inner ℂ ψ (H ψ)).re

/-- For Hermitian `H`, the value of `energy H` at `αx + βd` is the sum of its values at `x` and `d`,
weighted by `|α|²` and `|β|²`, plus an interference term containing the coupling `⟨d, Hx⟩`. -/
theorem energy_superposition {H : E →ₗ[ℂ] E} (hH : H.IsSymmetric) (x d : E) (α β : ℂ) :
    energy H (α • x + β • d) = ‖α‖ ^ 2 * energy H x + ‖β‖ ^ 2 * energy H d
      + 2 * (conj β * α * inner ℂ d (H x)).re := by
  have h : inner ℂ x (H d) = conj (inner ℂ d (H x)) := by
    rw [inner_conj_symm]
    exact (hH x d).symm
  unfold energy
  simp only [map_add, map_smul, inner_add_left, inner_add_right, inner_smul_left,
    inner_smul_right, h, Complex.sq_norm, Complex.normSq_apply, Complex.add_re,
    Complex.mul_re, Complex.mul_im, Complex.conj_re, Complex.conj_im]
  ring

end

end EnergySuperposition
```

The error:

```
Try this:
  [apply] ring_nf
  
  The `ring` tactic failed to close the goal. Use `ring_nf` to obtain a normal form.
    
  Note that `ring` works primarily in *commutative* rings. If you have a noncommutative ring, abelian group or module, consider using `noncomm_ring`, `abel` or `module` instead.
Main.lean:18:49: error: unsolved goals
E : Type u_1
inst✝¹ : NormedAddCommGroup E
inst✝ : InnerProductSpace ℂ E
H : E →ₗ[ℂ] E
hH : H.IsSymmetric
x d : E
α β : ℂ
h : inner ℂ x (H d) = (starRingEnd ℂ) (inner ℂ d (H x))
⊢ α.re * α.im * (inner ℂ x (H x)).im + α.re * β.re * (inner ℂ d (H x)).re * 2 + α.re * β.im * (inner ℂ d (H x)).im +
                α.re ^ 2 * (inner ℂ x (H x)).re -
              α.im * β.re * (inner ℂ d (H x)).im -
            α.im * ((starRingEnd ℂ) α * inner ℂ x (H x) + (starRingEnd ℂ) β * inner ℂ d (H x)).im +
          β.re * β.im * (inner ℂ d (H d)).im +
        β.re ^ 2 * (inner ℂ d (H d)).re -
      β.im * ((starRingEnd ℂ) α * (starRingEnd ℂ) (inner ℂ d (H x)) + (starRingEnd ℂ) β * inner ℂ d (H d)).im =
    α.re * β.re * (inner ℂ d (H x)).re * 2 + α.re * β.im * (inner ℂ d (H x)).im * 2 + α.re ^ 2 * (inner ℂ x (H x)).re +
              (inner ℂ x (H x)).re * α.im ^ 2 -
            α.im * β.re * (inner ℂ d (H x)).im * 2 +
          α.im * (inner ℂ d (H x)).re * β.im * 2 +
        β.re ^ 2 * (inner ℂ d (H d)).re +
      β.im ^ 2 * (inner ℂ d (H d)).re
```

Lean accepts the file once it reads:

```diff
@@ -22,5 +22,5 @@
   unfold energy
   simp only [map_add, map_smul, inner_add_left, inner_add_right, inner_smul_left,
-    inner_smul_right, h, Complex.sq_norm, Complex.normSq_apply, Complex.add_re,
+    inner_smul_right, h, Complex.sq_norm, Complex.normSq_apply, Complex.add_re, Complex.add_im,
     Complex.mul_re, Complex.mul_im, Complex.conj_re, Complex.conj_im]
   ring
```

Cause. The error says that the theorem's goal is still open after the last step, and the message before it that `ring` could not close it. The `ring_nf` it suggests would only put the goal in a normal form.

The goal shown still contains imaginary parts of whole sums, such as `((starRingEnd ℂ) α * inner ℂ x (H x) + (starRingEnd ℂ) β * inner ℂ d (H x)).im`. They arise because the expanded inner product has α and β multiplying sums, and `Complex.mul_re` turns the real part of such a product into an expression with the imaginary part of the sum in it. The `simp only` list has `Complex.add_re` for the real part of a sum, but nothing for the imaginary part. `ring` does not know that `.im` is additive, so it treats each of these terms as an unknown number and cannot match the two sides.

The repair adds `Complex.add_im` to the list. The imaginary parts of the sums now split, the product and conjugation lemmas already listed expand the pieces, and `ring` closes the goal.
